# Radially weighted sums of odd-degree homogeneous polynomials and traceless quadratic forms vanish on finite cubic sets of sites

Without a symmetry rule to compare with, a spurious dipole or quadrupole term in a lattice sum, left for instance by a cut-off that splits a shell of neighbours, looks like any other number. For a finite set of sites closed under all signed coordinate permutations, and a weight that depends only on distance, both terms must be zero, while a quartic term can survive.

```lean
import Mathlib

open MvPolynomial

namespace KKRCubicStructureConstants

noncomputable section

/-- The cubic point operation that permutes the coordinates by `σ` and multiplies them by the
signs `ε`. -/
def signedPerm (σ : Equiv.Perm (Fin 3)) (ε : Fin 3 → ℤˣ) (v : Fin 3 → ℝ) : Fin 3 → ℝ :=
  fun i => ((ε i : ℤ) : ℝ) * v (σ i)

/-- A finite set of sites is cubic if every signed coordinate permutation maps it into itself. -/
def IsCubic (S : Finset (Fin 3 → ℝ)) : Prop :=
  ∀ σ ε, ∀ v ∈ S, signedPerm σ ε v ∈ S

/-- The Euclidean distance of a site from the origin. -/
def radius (v : Fin 3 → ℝ) : ℝ := √(∑ i, v i ^ 2)

/-- The sum over the sites of a radial weight times a function of the site. -/
def latticeSum (S : Finset (Fin 3 → ℝ)) (w : ℝ → ℂ) (f : (Fin 3 → ℝ) → ℂ) : ℂ :=
  ∑ v ∈ S, w (radius v) * f v

/-- The value of a complex polynomial in `x, y, z` at a site. -/
def polyAt (p : MvPolynomial (Fin 3) ℂ) (v : Fin 3 → ℝ) : ℂ :=
  eval (fun i => (v i : ℂ)) p

/-- The quartic polynomial `x⁴ + y⁴ + z⁴ - (3/5) r⁴`. -/
def cubicQuartic : MvPolynomial (Fin 3) ℂ :=
  ∑ i, X i ^ 4 - C (3 / 5) * (∑ i, X i ^ 2) ^ 2

/-- The unit vector along a coordinate axis, with a chosen sign. -/
def axisVec (a : Fin 3 × ℤˣ) : Fin 3 → ℝ := Pi.single a.1 ((a.2 : ℤ) : ℝ)

/-- The set of the six unit vectors along the positive and negative coordinate axes. -/
def axisStar : Finset (Fin 3 → ℝ) := Finset.univ.image axisVec

/-- Multiplying twice by the same sign changes nothing. -/
lemma sign_mul_cancel (s : ℤˣ) (x : ℝ) : ((s : ℤ) : ℝ) * (((s : ℤ) : ℝ) * x) = x := by
  rcases Int.units_eq_one_or s with rfl | rfl <;> simp

/-- Signed coordinate permutations preserve the distance from the origin. -/
theorem radius_signedPerm (σ : Equiv.Perm (Fin 3)) (ε : Fin 3 → ℤˣ) (v : Fin 3 → ℝ) :
    radius (signedPerm σ ε v) = radius v := by
  have h : ∀ i, signedPerm σ ε v i ^ 2 = v (σ i) ^ 2 := by
    intro i
    unfold signedPerm
    rcases Int.units_eq_one_or (ε i) with h | h <;> simp [h]
  unfold radius
  rw [Finset.sum_congr rfl (fun i _ => h i), Equiv.sum_comp σ (fun i => v i ^ 2)]

/-- On a cubic set of sites, transforming the function of the site by a signed coordinate
permutation leaves the lattice sum unchanged. -/
theorem latticeSum_signedPerm {S : Finset (Fin 3 → ℝ)} (hS : IsCubic S) (w : ℝ → ℂ)
    (σ : Equiv.Perm (Fin 3)) (ε : Fin 3 → ℤˣ) (f : (Fin 3 → ℝ) → ℂ) :
    latticeSum S w (fun v => f (signedPerm σ ε v)) = latticeSum S w f := by
  unfold latticeSum
  -- the operation permutes the sites; its inverse is again a signed permutation
  refine Finset.sum_nbij' (signedPerm σ ε) (signedPerm σ.symm (fun j => ε (σ.symm j)))
    (fun v hv => hS _ _ v hv) (fun v hv => hS _ _ v hv) ?_ ?_ ?_
  · intro v _
    ext i
    simp [signedPerm, sign_mul_cancel]
  · intro v _
    ext i
    simp [signedPerm, sign_mul_cancel]
  · intro v _
    rw [radius_signedPerm]

/-- On a cubic set of sites, a function of the site that changes sign under some signed coordinate
permutation has zero lattice sum. -/
theorem latticeSum_eq_zero_of_odd {S : Finset (Fin 3 → ℝ)} (hS : IsCubic S) (w : ℝ → ℂ)
    (σ : Equiv.Perm (Fin 3)) (ε : Fin 3 → ℤˣ) (f : (Fin 3 → ℝ) → ℂ)
    (hf : ∀ v, f (signedPerm σ ε v) = -f v) : latticeSum S w f = 0 := by
  have h := latticeSum_signedPerm hS w σ ε f
  have hneg : latticeSum S w (fun v => f (signedPerm σ ε v)) = -latticeSum S w f := by
    simp only [latticeSum, hf, mul_neg, Finset.sum_neg_distrib]
  linear_combination (hneg - h) / 2

/-- A homogeneous polynomial of degree `n` acquires the factor `(-1)ⁿ` under inversion. -/
theorem polyAt_neg {p : MvPolynomial (Fin 3) ℂ} {n : ℕ} (hp : p.IsHomogeneous n)
    (v : Fin 3 → ℝ) : polyAt p (-v) = (-1) ^ n * polyAt p v := by
  unfold polyAt
  rw [eval_eq', eval_eq', Finset.mul_sum]
  refine Finset.sum_congr rfl fun d hd => ?_
  -- the exponents of every monomial present add up to n
  have hdeg : ∑ i, d i = n := by
    have h := hp (mem_support_iff.mp hd)
    rw [Finsupp.weight_apply, Finsupp.sum_fintype _ _ (by simp)] at h
    simpa using h
  have hprod : ∏ i, (((-v) i : ℝ) : ℂ) ^ d i = (-1) ^ n * ∏ i, (v i : ℂ) ^ d i := by
    rw [← hdeg, ← Finset.prod_pow_eq_pow_sum, ← Finset.prod_mul_distrib]
    refine Finset.prod_congr rfl fun i _ => ?_
    rw [← mul_pow]
    simp
  rw [hprod]
  ring

/-- On a cubic set of sites, the lattice sum of a quadratic form is one third of its trace times
the lattice sum of `r²`. -/
theorem latticeSum_quadratic {S : Finset (Fin 3 → ℝ)} (hS : IsCubic S) (w : ℝ → ℂ)
    (Q : Matrix (Fin 3) (Fin 3) ℂ) :
    latticeSum S w (fun v => ∑ i, ∑ j, Q i j * ((v i : ℂ) * (v j : ℂ))) =
      Q.trace / 3 * latticeSum S w (fun v => ∑ i, (v i : ℂ) ^ 2) := by
  -- reflecting one axis removes the mixed moments
  have off : ∀ i j : Fin 3, i ≠ j →
      latticeSum S w (fun v => (v i : ℂ) * (v j : ℂ)) = 0 := by
    intro i j hij
    refine latticeSum_eq_zero_of_odd hS w 1 (fun k => if k = i then -1 else 1) _ ?_
    intro v
    simp [signedPerm, hij.symm]
  -- exchanging two axes equates the diagonal moments
  have diag : ∀ i j : Fin 3, latticeSum S w (fun v => (v i : ℂ) * (v i : ℂ)) =
      latticeSum S w (fun v => (v j : ℂ) * (v j : ℂ)) := by
    intro i j
    have h := latticeSum_signedPerm hS w (Equiv.swap i j) 1 (fun v => (v j : ℂ) * (v j : ℂ))
    simpa [signedPerm] using h
  have lin : latticeSum S w (fun v => ∑ i, ∑ j, Q i j * ((v i : ℂ) * (v j : ℂ))) =
      ∑ i, ∑ j, Q i j * latticeSum S w (fun v => (v i : ℂ) * (v j : ℂ)) := by
    simp only [latticeSum, Fin.sum_univ_three, Finset.mul_sum, ← Finset.sum_add_distrib]
    refine Finset.sum_congr rfl fun v _ => ?_
    ring
  have hr : latticeSum S w (fun v => ∑ i, (v i : ℂ) ^ 2) =
      ∑ i, latticeSum S w (fun v => (v i : ℂ) * (v i : ℂ)) := by
    simp only [latticeSum, Fin.sum_univ_three, ← Finset.sum_add_distrib]
    refine Finset.sum_congr rfl fun v _ => ?_
    ring
  rw [lin, hr, Matrix.trace_fin_three]
  simp only [Fin.sum_univ_three]
  rw [off 0 1 (by decide), off 0 2 (by decide), off 1 0 (by decide), off 1 2 (by decide),
    off 2 0 (by decide), off 2 1 (by decide), diag 1 0, diag 2 0]
  ring

/-- On a cubic set of sites with a radial weight, the lattice sums of all homogeneous polynomials
of odd degree and of all traceless quadratic forms vanish. -/
theorem cubic_selection_rules {S : Finset (Fin 3 → ℝ)} (hS : IsCubic S) (w : ℝ → ℂ) :
    (∀ (n : ℕ) (p : MvPolynomial (Fin 3) ℂ), Odd n → p.IsHomogeneous n →
      latticeSum S w (polyAt p) = 0) ∧
    (∀ Q : Matrix (Fin 3) (Fin 3) ℂ, Q.trace = 0 →
      latticeSum S w (fun v => ∑ i, ∑ j, Q i j * ((v i : ℂ) * (v j : ℂ))) = 0) := by
  constructor
  · intro n p hn hp
    -- use inversion through the origin
    refine latticeSum_eq_zero_of_odd hS w 1 (fun _ => -1) _ fun v => ?_
    have hv : signedPerm 1 (fun _ => -1) v = -v := by
      ext i
      simp [signedPerm]
    rw [hv, polyAt_neg hp, hn.neg_one_pow, neg_one_mul]
  · intro Q hQ
    rw [latticeSum_quadratic hS, hQ, zero_div, zero_mul]

/-- The polynomial `x⁴ + y⁴ + z⁴ - (3/5) r⁴` is homogeneous of degree four and its Laplacian
vanishes. -/
theorem cubicQuartic_harmonic :
    cubicQuartic.IsHomogeneous 4 ∧ ∑ i, pderiv i (pderiv i cubicQuartic) = 0 := by
  constructor
  · have h4 : (∑ i : Fin 3, (X i : MvPolynomial (Fin 3) ℂ) ^ 4).IsHomogeneous 4 :=
      IsHomogeneous.sum _ _ _ fun i _ => isHomogeneous_X_pow i 4
    have h2 : (∑ i : Fin 3, (X i : MvPolynomial (Fin 3) ℂ) ^ 2).IsHomogeneous 2 :=
      IsHomogeneous.sum _ _ _ fun i _ => isHomogeneous_X_pow i 2
    exact h4.sub ((isHomogeneous_C (Fin 3) (3 / 5 : ℂ)).mul (h2.pow 2))
  · have h : (C (3 / 5) : MvPolynomial (Fin 3) ℂ) * 5 = 3 := by
      have h5 : (5 : MvPolynomial (Fin 3) ℂ) = C 5 := (map_ofNat C 5).symm
      have h3 : (3 : MvPolynomial (Fin 3) ℂ) = C 3 := (map_ofNat C 3).symm
      rw [h5, h3, ← C_mul]
      norm_num
    simp [cubicQuartic, Fin.sum_univ_three, pow_succ, pderiv_X, Pi.single_apply]
    linear_combination (-4 * (X 0 ^ 2 + X 1 ^ 2 + X 2 ^ 2)) * h

/-- The six unit axis vectors form a cubic set, and `x⁴ + y⁴ + z⁴ - (3/5) r⁴` sums to `12/5`
over them with unit weight. -/
theorem axisStar_quartic_sum :
    IsCubic axisStar ∧ latticeSum axisStar (fun _ => 1) (polyAt cubicQuartic) = 12 / 5 := by
  constructor
  · intro σ ε v hv
    obtain ⟨⟨i, s⟩, _, rfl⟩ := Finset.mem_image.mp hv
    refine Finset.mem_image.mpr ⟨(σ.symm i, ε (σ.symm i) * s), Finset.mem_univ _, ?_⟩
    ext k
    by_cases h : σ k = i
    · subst h
      simp [axisVec, signedPerm]
    · have h' : k ≠ σ.symm i := fun e => h (by simp [e])
      simp [axisVec, signedPerm, h, h']
  · have inj : Function.Injective axisVec := by
      rintro ⟨i, s⟩ ⟨j, t⟩ h
      have hi := congrFun h i
      by_cases hij : i = j
      · subst hij
        simpa [axisVec, Units.ext_iff] using hi
      · simp [axisVec, hij] at hi
    -- every axis vector contributes 1 - 3/5
    have term : ∀ a, (1 : ℂ) * polyAt cubicQuartic (axisVec a) = 2 / 5 := by
      rintro ⟨i, s⟩
      fin_cases i <;> rcases Int.units_eq_one_or s with rfl | rfl <;>
        simp [polyAt, cubicQuartic, axisVec, Fin.sum_univ_three, Pi.single_apply] <;> norm_num
    unfold latticeSum axisStar
    rw [Finset.sum_image inj.injOn, Finset.sum_congr rfl (fun a _ => term a)]
    norm_num [Finset.card_univ, Fintype.card_prod, Fintype.card_units_int]

end

end KKRCubicStructureConstants
```

```lean
#print axioms KKRCubicStructureConstants.cubic_selection_rules
-- 'KKRCubicStructureConstants.cubic_selection_rules' depends on axioms: [propext, Classical.choice, Quot.sound]
#print axioms KKRCubicStructureConstants.cubicQuartic_harmonic
-- 'KKRCubicStructureConstants.cubicQuartic_harmonic' depends on axioms: [propext, Classical.choice, Quot.sound]
#print axioms KKRCubicStructureConstants.axisStar_quartic_sum
-- 'KKRCubicStructureConstants.axisStar_quartic_sum' depends on axioms: [propext, Classical.choice, Quot.sound]
```

## Cubic sets, radial weights and lattice sums

A site is a vector $v$ with real coordinates $v_0, v_1, v_2$, also called $x, y, z$. In Lean it is a function `Fin 3 → ℝ`. The distance from the origin, $|v| = \sqrt{v_0^2+v_1^2+v_2^2}$, is written out as `radius`, because the norm that Mathlib attaches to such functions is the largest absolute coordinate and not the Euclidean length.

A cubic operation $g$ consists of a permutation $\sigma$ of the three indices and three signs $\varepsilon_i = \pm 1$. It acts by

$$(gv)_i = \varepsilon_i\, v_{\sigma(i)},$$

which is `signedPerm σ ε v`. There are $3!\cdot 2^3 = 48$ such operations, and they form the full cubic point group, with inversion included. The hypothesis `IsCubic S` says that each of them maps the finite set $S$ into itself.

For a complex weight $w$ and a complex function $f$ of the site, `latticeSum S w f` is

$$L(f) = \sum_{v\in S} w(|v|)\, f(v).$$

The theorem `cubic_selection_rules` has two parts, each valid for every cubic $S$ and every $w$:

- If $p$ is a homogeneous complex polynomial of odd degree, then $L(p) = 0$. The polynomial need not be harmonic.
- If $Q$ is a complex $3\times 3$ matrix with trace zero, then $L\big(\sum_{ij} Q_{ij} v_i v_j\big) = 0$. The matrix need not be symmetric.

Two further theorems concern the quartic $x^4+y^4+z^4-\tfrac35 r^4$, where $r = |v|$. It is homogeneous of degree four and has zero Laplacian, and with unit weight it sums to $12/5$ over the six unit vectors along the positive and negative axes, which themselves form a cubic set.

## Structure constants at zero Bloch vector

In KKR theory, the structure constants describe how a wave leaving the other sites of a crystal arrives at a given one. At zero Bloch vector, for one atom per cell and up to prefactors, they are built from sums of the form

$$\sum_{R\neq 0} h_\ell(\kappa |R|)\, Y_{\ell m}(\hat R),$$

where $R$ runs over the lattice vectors, $\kappa$ is the wave number, $h_\ell$ is an outgoing spherical Hankel function and $Y_{\ell m}$ is a spherical harmonic of the direction $\hat R$. Since $r^\ell\, Y_{\ell m}$ is a homogeneous harmonic polynomial of degree $\ell$, each term is a radial weight $w(r) = h_\ell(\kappa r)/r^\ell$ times a polynomial. Complex coefficients are allowed so that complex harmonics fit. The origin is excluded by choosing $S$ without it.

The odd-degree rule then removes every odd $\ell$. A quadratic form has Laplacian $2\,\mathrm{tr}\,Q$, so the traceless forms are the $\ell = 2$ harmonics, and these are removed too. For a finite cluster cut symmetrically from a simple, face-centred or body-centred cubic lattice around one of its sites, this gives a check on the computed sums at zero Bloch vector: those with $\ell = 1, 2, 3$ must vanish, and $\ell = 4$ is the first anisotropic channel that can be nonzero. Here $\ell$ is the index of the sum. A structure constant labelled by two angular momenta combines several such sums, and it need not vanish when its labels are 1, 2 or 3.

The sums here are finite. The convergence of the infinite lattice sum, and the Ewald techniques used to evaluate it, are not treated. The theorems also do not apply to a general Bloch vector $k$, because the phase $e^{ik\cdot R}$ depends on the direction of $R$ as well as its length.

## Why a sign change forces a zero

A cubic operation preserves distance, since

$$|gv|^2 = \sum_i \varepsilon_i^2\, v_{\sigma(i)}^2 = \sum_i v_i^2 .$$

This is `radius_signedPerm`. The operation also permutes $S$. Its inverse is $(g^{-1}u)_j = \varepsilon_{\sigma^{-1}(j)}\, u_{\sigma^{-1}(j)}$, again a signed permutation, so both $g$ and $g^{-1}$ map $S$ into itself. Therefore

$$L(f\circ g) = \sum_{v\in S} w(|gv|)\, f(gv) = \sum_{u\in S} w(|u|)\, f(u) = L(f).$$

In `latticeSum_signedPerm` this change of variable is the step `Finset.sum_nbij'`, which receives $g$ and $g^{-1}$ explicitly. The lemma `sign_mul_cancel` confirms that they undo each other.

If $f(gv) = -f(v)$ for all $v$, then $L(f) = L(f\circ g) = -L(f)$, and hence $L(f) = 0$. This is `latticeSum_eq_zero_of_odd`, the source of every zero except the one that comes from the trace.

## Inversion removes the odd degrees

Take $g$ to be inversion, $gv = -v$. A monomial $v_0^{d_0}v_1^{d_1}v_2^{d_2}$ of degree $n = d_0+d_1+d_2$ acquires the factor $(-1)^{d_0}(-1)^{d_1}(-1)^{d_2} = (-1)^n$. All monomials of a homogeneous polynomial share the same $n$, so $p(-v) = (-1)^n p(v)$. The lemma `polyAt_neg` proves this monomial by monomial: `hdeg` states that the exponents add up to $n$, and `hprod` collects the signs. For odd $n$ the polynomial changes sign, and its sum vanishes.

## Reflections and exchanges leave only the trace

Let $M_{ij} = L(v_i v_j)$ be the weighted second moments. For $i\neq j$, reversing the sign of coordinate $i$ alone turns $v_i v_j$ into $-v_i v_j$, so $M_{ij} = 0$. Exchanging coordinates $i$ and $j$ turns $v_j^2$ into $v_i^2$, so $M_{ii} = M_{jj}$. The three diagonal moments are therefore equal, and since they add up to $L(r^2)$, each is $L(r^2)/3$. By linearity,

$$L\Big(\sum_{ij} Q_{ij} v_i v_j\Big) = \sum_{ij} Q_{ij} M_{ij} = \frac{\mathrm{tr}\,Q}{3}\, L(r^2).$$

This is `latticeSum_quadratic`. Its intermediate statements `off` and `diag` are the reflection and the exchange, `lin` is the linearity, and `hr` splits $L(r^2)$ into the diagonal moments. Setting the trace to zero gives the second selection rule.

## The quartic that survives

For the Laplacian $\Delta$, direct differentiation gives $\Delta(x^4+y^4+z^4) = 12r^2$ and $\Delta r^4 = 20r^2$. Hence

$$\Delta\big(x^4+y^4+z^4-\tfrac35 r^4\big) = 12r^2 - \tfrac35\cdot 20\,r^2 = 0.$$

In `cubicQuartic_harmonic`, `simp` carries out the derivatives and `linear_combination` finishes with the identity $\tfrac35\cdot 5 = 3$ between constant polynomials.

At a unit axis vector one coordinate is $\pm1$ and the others are zero, so the quartic equals $1-\tfrac35 = \tfrac25$. Six vectors give $6\cdot\tfrac25 = \tfrac{12}{5}$. The proof of `axisStar_quartic_sum` labels each vector by an axis and a sign. The step `inj` shows that different labels give different vectors, so that there really are six terms, and `term` evaluates each one. That the set is cubic follows because $g$ sends the vector with axis $i$ and sign $s$ to the one with axis $\sigma^{-1}(i)$ and sign $\varepsilon_{\sigma^{-1}(i)}\,s$.

## The smallest shells, and a weight that is not radial

The empty set is cubic, and so is the origin alone; there the selection rules are trivial, because every polynomial concerned vanishes at $v = 0$. The smallest cubic set with a nonzero site has six members, such as the unit axis vectors. With unit weight, each diagonal moment on them is $1 + 1 = 2$, so a quadratic form sums to $2\,\mathrm{tr}\,Q$. This agrees with the general formula, as $L(r^2) = 6$.

The same six vectors show what happens when the weight may depend on direction. Replace $w$ by the Bloch phase $e^{ikx}$, with $k$ now a real number, the length of a Bloch vector along $x$. The linear polynomial $x$ then sums to

$$e^{ik} - e^{-ik} = 2i\sin k,$$

and the traceless form $2x^2-y^2-z^2$ sums to

$$2e^{ik} + 2e^{-ik} - 4 = 4(\cos k - 1).$$

For $k = \pi/2$ these are $2i$ and $-4$, so both selection rules fail although the set of sites is still cubic. At $k = 0$ the weight is radial again and both sums return to zero.
